# The conductivity mass of a positive definite mass tensor never exceeds its density-of-states mass

A transport code that takes a valley's effective-mass tensor from a k·p fit can reduce it to two scalars: one goes into the mobility, the other into the carrier density. For a positive definite tensor the first is never larger than the second, and one number can serve for both only if the valley is isotropic.

## Three scalar masses in a fixed order

Let M be a real, symmetric, positive definite d × d mass tensor with d ≥ 1. Near the band minimum the energy is E = ħ² kᵀ M⁻¹ k / 2, with k measured from the minimum. Write tr for the trace, det for the determinant and I for the unit matrix, and define

m_c = d / tr(M⁻¹)  (conductivity mass)

m_dos = (det M)^(1/d)  (density-of-states mass of one valley)

m_mean = tr(M) / d  (mean mass).

Then

m_c ≤ m_dos ≤ m_mean,

and equality holds in either place exactly when M = c I for some number c.

For an ellipsoidal valley in three dimensions, with longitudinal mass ml and transverse mass mt, the first inequality reads

3 / (1/ml + 2/mt) ≤ (ml mt²)^(1/3),

and it is strict when ml ≠ mt. With ml = 4 and mt = 1 in arbitrary units, the three masses are 1.33, 1.59 and 2.

## Mobility, carrier density and a check on input

With elementary charge e and a scalar relaxation time τ, the mobility averaged over equivalent, equally occupied ellipsoidal valleys, one along each axis, is

μ = e τ / m_c.

The effective density of states of one valley in three dimensions, at temperature T and with Boltzmann constant k_B, is

N = 2 (m_dos k_B T / (2πħ²))^(3/2).

A code that reads the two masses as separate parameters can check m_c ≤ m_dos on input. The check will not reveal that M⁻¹ was stored in place of M, because the inverse is positive definite too. For an anisotropic valley and the single-valley m_dos, it does expose another error: averaging masses over the valleys, where inverse masses are required, gives m_mean, which lies on the wrong side of m_dos.

Some parameter tables fold the number of valleys g into the density-of-states mass, as g^(2/3) m_dos in three dimensions. A correct m_c still passes the check against that larger number, but the averaging error can pass too: for ml = 4, mt = 1 and g = 6 the larger number is about 5.24, well above m_mean = 2. The equality condition and the upper bound m_mean refer to a single valley.

## From 1 + t ≤ exp t to the mass inequalities

**Positive numbers.** Let x_i > 0 for each of the d axes i, with mean a. Putting t = x_i/a − 1 into 1 + t ≤ exp t gives

x_i/a ≤ exp(x_i/a − 1).

All factors are positive, so the inequalities can be multiplied:

(∏ x_i) / a^d ≤ exp(Σ (x_i/a − 1)) = exp(0) = 1.

Hence ∏ x_i ≤ a^d. Since 1 + t < exp t for t ≠ 0, a single x_i different from a makes the product inequality strict. Equality therefore forces every x_i to equal a.

**Eigenvalues.** The eigenvalues λ_i of M are positive, with det M = ∏ λ_i and tr M = Σ λ_i. The previous step gives

det M ≤ m_mean^d,

and taking d-th roots gives m_dos ≤ m_mean. If the two masses are equal, all λ_i equal m_mean. With U the orthogonal matrix of eigenvectors,

M = U (m_mean I) Uᵀ = m_mean I.

Conversely, if M = c I, then m_mean = c and m_dos^d = det M = c^d. Both masses are nonnegative, so they agree.

**The inverse tensor.** M⁻¹ is also positive definite, and

m_mean(M⁻¹) = 1 / m_c(M),  m_dos(M⁻¹) = 1 / m_dos(M).

The inequality just proved, applied to M⁻¹, says 1/m_dos ≤ 1/m_c, that is, m_c ≤ m_dos. Equality holds exactly when M⁻¹ is scalar. If M⁻¹ = c I, then c ≠ 0 and M = c⁻¹ I; the converse is the same argument with M and M⁻¹ exchanged.

**Equivalent valleys.** Let valley v have mass ml along axis v and mt along the others, and call its tensor M_v. Its inverse is diagonal, with entries 1/ml and 1/mt in the same places. In the sum over v, diagonal entry i receives 1/ml from valley i and 1/mt from each of the other d − 1 valleys, so

(1/d) Σ_v M_v⁻¹ = (1/d) (1/ml + (d−1)/mt) I.

The trace of a single M_v⁻¹ is also 1/ml + (d−1)/mt, so the right-hand side is I / m_c. For six valleys in opposite pairs along three axes, as in silicon, the average is the same, because the two members of a pair have equal tensors.

**Three dimensions.** Here det M_v = ml mt². If m_c and m_dos were equal, M_v would be scalar and its diagonal entries would agree, contradicting ml ≠ mt.

## The Lean file

```lean
import Mathlib

open Matrix

namespace ValleyAveraging

noncomputable section

variable {n : Type*} [Fintype n] [DecidableEq n]

/-- The conductivity mass `d / tr(M⁻¹)` of an invertible mass tensor with `tr(M⁻¹) ≠ 0`. -/
def conductivityMass (M : Matrix n n ℝ) : ℝ := (Fintype.card n : ℝ) / (M⁻¹).trace

/-- The density-of-states mass `(det M)^(1/d)` of a positive definite mass tensor in
dimension `d ≥ 1`. -/
def dosMass (M : Matrix n n ℝ) : ℝ := M.det ^ ((Fintype.card n : ℝ)⁻¹)

omit [DecidableEq n] in
/-- The mean mass `tr(M) / d` of a mass tensor in dimension `d ≥ 1`. -/
def meanMass (M : Matrix n n ℝ) : ℝ := M.trace / (Fintype.card n : ℝ)

/-- The mass tensor of an ellipsoidal valley along axis `v`: longitudinal mass `ml` on that
axis, transverse mass `mt` on all others. -/
def valleyMass (ml mt : ℝ) (v : n) : Matrix n n ℝ :=
  diagonal (fun i => if i = v then ml else mt)

omit [DecidableEq n] in
/-- The product of `d ≥ 1` positive numbers is at most the `d`-th power of their mean, and if
the two are equal then every number equals the mean. -/
theorem prod_le_mean_pow [Nonempty n] (x : n → ℝ) (hx : ∀ i, 0 < x i) :
    ∏ i, x i ≤ ((∑ i, x i) / (Fintype.card n : ℝ)) ^ Fintype.card n ∧
    (∏ i, x i = ((∑ i, x i) / (Fintype.card n : ℝ)) ^ Fintype.card n →
      ∀ i, x i = (∑ i, x i) / (Fintype.card n : ℝ)) := by
  have hd : (0 : ℝ) < Fintype.card n := Nat.cast_pos.2 Fintype.card_pos
  have ha : 0 < (∑ i, x i) / (Fintype.card n : ℝ) :=
    div_pos (Finset.sum_pos (fun i _ => hx i) Finset.univ_nonempty) hd
  have hs : ∑ i, x i = (Fintype.card n : ℝ) * ((∑ i, x i) / (Fintype.card n : ℝ)) := by
    field_simp
  generalize (∑ i, x i) / (Fintype.card n : ℝ) = a at ha hs ⊢
  -- the deviations from the mean add up to zero
  have h0 : ∑ i, (x i / a - 1) = 0 := by
    rw [Finset.sum_sub_distrib, ← Finset.sum_div, hs, mul_div_cancel_right₀ _ ha.ne']
    simp
  have h1 : ∏ i, Real.exp (x i / a - 1) = 1 := by
    rw [← Real.exp_sum, h0, Real.exp_zero]
  have h2 : ∏ i, (x i / a) = (∏ i, x i) / a ^ Fintype.card n := by
    rw [Finset.prod_div_distrib, Finset.prod_const, Finset.card_univ]
  have hle : ∀ i, x i / a ≤ Real.exp (x i / a - 1) := fun i => by
    linarith [Real.add_one_le_exp (x i / a - 1)]
  constructor
  · have h3 : ∏ i, (x i / a) ≤ ∏ i, Real.exp (x i / a - 1) :=
      Finset.prod_le_prod (fun i _ => (div_pos (hx i) ha).le) (fun i _ => hle i)
    rw [h1, h2] at h3
    exact (div_le_one (pow_pos ha _)).1 h3
  · intro he i
    by_contra hi
    have hne : x i / a - 1 ≠ 0 := fun h =>
      hi ((div_eq_one_iff_eq ha.ne').1 (sub_eq_zero.1 h))
    -- one number off the mean makes the inequality strict
    have h3 : ∏ i, (x i / a) < ∏ i, Real.exp (x i / a - 1) :=
      Finset.prod_lt_prod (fun i _ => div_pos (hx i) ha) (fun i _ => hle i)
        ⟨i, Finset.mem_univ i, by linarith [Real.add_one_lt_exp hne]⟩
    rw [h1, h2, he, div_self (pow_pos ha _).ne'] at h3
    exact lt_irrefl _ h3

/-- For a positive definite mass tensor in dimension `d ≥ 1` the density-of-states mass is at
most the mean mass, with equality exactly when the tensor is a scalar matrix. -/
theorem dosMass_le_meanMass [Nonempty n] {M : Matrix n n ℝ} (hM : M.PosDef) :
    dosMass M ≤ meanMass M ∧ (dosMass M = meanMass M ↔ ∃ c : ℝ, M = c • 1) := by
  have hd : Fintype.card n ≠ 0 := Fintype.card_ne_zero
  have ht : M.trace = ∑ i, hM.isHermitian.eigenvalues i := by
    simpa using hM.isHermitian.trace_eq_sum_eigenvalues
  have hdet : M.det = ∏ i, hM.isHermitian.eigenvalues i := by
    simpa using hM.isHermitian.det_eq_prod_eigenvalues
  have hpos : ∀ i, 0 < hM.isHermitian.eigenvalues i := fun i => hM.eigenvalues_pos i
  obtain ⟨hle, heq⟩ := prod_le_mean_pow _ hpos
  rw [← ht, ← hdet] at hle heq
  have hm : 0 ≤ meanMass M := by
    unfold meanMass
    rw [ht]
    exact div_nonneg (Finset.sum_nonneg fun i _ => (hpos i).le) (Nat.cast_nonneg _)
  have hg : 0 ≤ dosMass M := Real.rpow_nonneg hM.det_pos.le _
  have hp : dosMass M ^ Fintype.card n = M.det :=
    Real.rpow_inv_natCast_pow hM.det_pos.le hd
  refine ⟨(pow_le_pow_iff_left₀ hg hm hd).1 (hp.trans_le hle), fun h => ?_, ?_⟩
  · -- all eigenvalues coincide, so the spectral theorem gives a scalar matrix
    have hall := heq (by rw [← hp, h]; rfl)
    have hdiag : diagonal (RCLike.ofReal ∘ hM.isHermitian.eigenvalues : n → ℝ)
        = meanMass M • (1 : Matrix n n ℝ) := by
      rw [smul_one_eq_diagonal]
      congr 1
      funext i
      exact hall i
    have hspec := hM.isHermitian.spectral_theorem
    rw [hdiag, map_smul, map_one] at hspec
    exact ⟨_, hspec⟩
  · rintro ⟨c, hc⟩
    have hmc : meanMass M = c := by
      have hd' : (Fintype.card n : ℝ) ≠ 0 := Nat.cast_ne_zero.2 hd
      rw [meanMass, hc, trace_smul, trace_one, smul_eq_mul, mul_div_cancel_right₀ _ hd']
    apply (pow_left_inj₀ hg hm hd).1
    rw [hp, hmc, hc, det_smul, det_one, mul_one]

/-- If one of two mutually inverse matrices in dimension `d ≥ 1` is scalar, so is the other. -/
theorem scalar_of_mul_eq_one [Nonempty n] {A B : Matrix n n ℝ} (h : A * B = 1)
    (hB : ∃ c : ℝ, B = c • 1) : ∃ c : ℝ, A = c • 1 := by
  obtain ⟨c, rfl⟩ := hB
  rw [Matrix.mul_smul, Matrix.mul_one] at h
  have hc : c ≠ 0 := by
    rintro rfl
    rw [zero_smul] at h
    exact zero_ne_one h
  exact ⟨c⁻¹, by rw [← h, inv_smul_smul₀ hc]⟩

/-- For a positive definite mass tensor in dimension `d ≥ 1`, conductivity mass ≤
density-of-states mass ≤ mean mass, and the first two are equal exactly when the tensor is a
scalar matrix. -/
theorem mass_inequalities [Nonempty n] {M : Matrix n n ℝ} (hM : M.PosDef) :
    conductivityMass M ≤ dosMass M ∧ dosMass M ≤ meanMass M ∧
    (conductivityMass M = dosMass M ↔ ∃ c : ℝ, M = c • 1) := by
  have hu : IsUnit M.det := hM.det_pos.ne'.isUnit
  obtain ⟨hle, heq⟩ := dosMass_le_meanMass hM.inv
  -- both masses are reciprocals of masses of the inverse tensor
  have hc : conductivityMass M = (meanMass M⁻¹)⁻¹ := by
    rw [conductivityMass, meanMass, inv_div]
  have hg : dosMass M = (dosMass M⁻¹)⁻¹ := by
    rw [dosMass, dosMass, det_nonsing_inv, Ring.inverse_eq_inv',
      Real.inv_rpow hM.det_pos.le, inv_inv]
  have hpos : 0 < dosMass M⁻¹ := Real.rpow_pos_of_pos hM.inv.det_pos _
  refine ⟨?_, (dosMass_le_meanMass hM).1, ?_⟩
  · rw [hc, hg]
    exact inv_anti₀ hpos hle
  · rw [hc, hg, _root_.inv_inj, eq_comm (a := meanMass M⁻¹), heq]
    exact ⟨scalar_of_mul_eq_one (mul_nonsing_inv M hu),
      scalar_of_mul_eq_one (nonsing_inv_mul M hu)⟩

/-- For positive longitudinal and transverse masses, the inverse mass tensors of equivalent
valleys, one along each axis, average to the reciprocal of the conductivity mass of any one
valley times the identity; that mass is `d / (1/ml + (d-1)/mt)`. -/
theorem valley_average {ml mt : ℝ} (hl : 0 < ml) (ht : 0 < mt) (w : n) :
    (Fintype.card n : ℝ)⁻¹ • ∑ v : n, (valleyMass ml mt v)⁻¹
      = (conductivityMass (valleyMass ml mt w))⁻¹ • (1 : Matrix n n ℝ) ∧
    conductivityMass (valleyMass ml mt w)
      = (Fintype.card n : ℝ) / (1 / ml + ((Fintype.card n : ℝ) - 1) / mt) := by
  have hinv : ∀ v : n, (valleyMass ml mt v)⁻¹ = valleyMass (1 / ml) (1 / mt) v := by
    intro v
    apply inv_eq_right_inv
    rw [valleyMass, valleyMass, diagonal_mul_diagonal, ← diagonal_one]
    congr 1
    funext i
    split_ifs
    · exact mul_one_div_cancel hl.ne'
    · exact mul_one_div_cancel ht.ne'
  -- one axis is longitudinal, the other d - 1 are transverse
  have hsum : ∀ v : n, ∑ i, (if i = v then 1 / ml else 1 / mt)
      = 1 / ml + ((Fintype.card n : ℝ) - 1) / mt := by
    intro v
    calc ∑ i, (if i = v then 1 / ml else 1 / mt)
        = ∑ i, (1 / mt + if i = v then 1 / ml - 1 / mt else 0) :=
          Finset.sum_congr rfl (fun i _ => by split_ifs <;> ring)
      _ = (Fintype.card n : ℝ) * (1 / mt) + (1 / ml - 1 / mt) := by
          rw [Finset.sum_add_distrib, Finset.sum_const, Finset.card_univ, nsmul_eq_mul,
            Finset.sum_ite_eq' Finset.univ v, if_pos (Finset.mem_univ v)]
      _ = _ := by ring
  have hcond : conductivityMass (valleyMass ml mt w)
      = (Fintype.card n : ℝ) / (1 / ml + ((Fintype.card n : ℝ) - 1) / mt) := by
    rw [conductivityMass, hinv, valleyMass, trace_diagonal, hsum]
  refine ⟨?_, hcond⟩
  have htot : ∑ v : n, (valleyMass ml mt v)⁻¹
      = (1 / ml + ((Fintype.card n : ℝ) - 1) / mt) • (1 : Matrix n n ℝ) := by
    ext i j
    rw [Matrix.sum_apply, Matrix.smul_apply, smul_eq_mul]
    by_cases h : i = j
    · subst h
      rw [one_apply_eq, mul_one, ← hsum i]
      refine Finset.sum_congr rfl (fun v _ => ?_)
      rw [hinv, valleyMass, diagonal_apply_eq]
      exact if_congr eq_comm rfl rfl
    · rw [one_apply_ne h, mul_zero]
      refine Finset.sum_eq_zero (fun v _ => ?_)
      rw [hinv, valleyMass, diagonal_apply_ne _ h]
  rw [htot, hcond, smul_smul, inv_div, inv_mul_eq_div]

/-- In three dimensions, for positive and unequal longitudinal and transverse masses, the
conductivity mass `3 / (1/ml + 2/mt)` is strictly below the density-of-states mass
`(ml mt²)^(1/3)` of one valley. -/
theorem ellipsoidal_valley_strict {ml mt : ℝ} (hl : 0 < ml) (ht : 0 < mt) (hne : ml ≠ mt) :
    3 / (1 / ml + 2 / mt) < (ml * mt ^ 2) ^ (1 / 3 : ℝ) := by
  have hM : (valleyMass ml mt (0 : Fin 3)).PosDef := by
    apply PosDef.diagonal
    intro i
    split_ifs
    · exact hl
    · exact ht
  have hc : conductivityMass (valleyMass ml mt (0 : Fin 3)) = 3 / (1 / ml + 2 / mt) := by
    rw [(valley_average hl ht (0 : Fin 3)).2, Fintype.card_fin]
    norm_num
  have hdet : (valleyMass ml mt (0 : Fin 3)).det = ml * mt ^ 2 := by
    rw [valleyMass, det_diagonal, Fin.prod_univ_three, if_pos rfl, if_neg (by decide),
      if_neg (by decide)]
    ring
  have hg : dosMass (valleyMass ml mt (0 : Fin 3)) = (ml * mt ^ 2) ^ (1 / 3 : ℝ) := by
    rw [dosMass, hdet, Fintype.card_fin]
    norm_num
  obtain ⟨hle, -, heq⟩ := mass_inequalities hM
  rw [← hc, ← hg]
  refine lt_of_le_of_ne hle (fun h => hne ?_)
  -- equality would force the two diagonal masses to agree
  obtain ⟨c, hs⟩ := heq.1 h
  have h0 := congrFun (congrFun hs 0) 0
  have h1 := congrFun (congrFun hs 1) 1
  simp [valleyMass] at h0 h1
  rw [h0, h1]

end

end ValleyAveraging
```

```lean
#print axioms ValleyAveraging.mass_inequalities
-- 'ValleyAveraging.mass_inequalities' depends on axioms: [propext, Classical.choice, Quot.sound]
#print axioms ValleyAveraging.ellipsoidal_valley_strict
-- 'ValleyAveraging.ellipsoidal_valley_strict' depends on axioms: [propext, Classical.choice, Quot.sound]
```

## How the Lean statements read as physics

The type `n` labels the axes, `Fintype.card n` is d, and `[Nonempty n]` says d ≥ 1. The hypothesis `M.PosDef` includes the symmetry of M. The definitions `conductivityMass`, `dosMass` and `meanMass` are m_c, m_dos and m_mean, and `∃ c : ℝ, M = c • 1` says that M is a scalar matrix. No unit of mass is fixed.

`mass_inequalities` states both inequalities and the equality condition for the first; the condition for the second is in `dosMass_le_meanMass`. `valley_average` takes positive `ml` and `mt` and one valley along each coordinate axis, all with equal weight. `ellipsoidal_valley_strict` is the strict inequality in three dimensions.

## Where each step of the derivation sits in the proof

`prod_le_mean_pow` is the statement about positive numbers. It names the mean `a`, shows in `h0` that the deviations sum to zero, and multiplies the exponential bounds with `Finset.prod_le_prod`. For the equality case it assumes that one number differs from the mean and obtains a contradiction from the strict version, `Finset.prod_lt_prod`.

`dosMass_le_meanMass` applies this to the eigenvalues. The d-th root is taken by comparing d-th powers of nonnegative numbers, and `spectral_theorem` turns equal eigenvalues into a scalar matrix.

`mass_inequalities` uses that theorem for the inverse tensor through `hM.inv`. The equations `hc` and `hg` are the two reciprocal relations, and `inv_anti₀` reverses the inequality. `scalar_of_mul_eq_one` carries the scalar property between M and M⁻¹, once in each direction.

In `valley_average`, `hinv` inverts one valley tensor, `hsum` computes the trace of that inverse, and `htot` adds the valleys entry by entry, treating diagonal and off-diagonal entries separately. `ellipsoidal_valley_strict` specialises to the valley along axis 0 and compares diagonal entries 0 and 1.

## Saddle points, real valleys and rounding

Positive definiteness holds at a nondegenerate band minimum, where the energy rises quadratically in every direction. At a saddle point the ordering can fail. Take

M = diag(−1, −1, 2/5).

Then tr(M⁻¹) = 1/2, det M = 2/5 and tr M = −8/5, so m_c = 6, m_dos ≈ 0.74 and m_mean ≈ −0.53. Both inequalities are violated. Symmetry together with positive det M and positive tr(M⁻¹) is therefore not enough, and a code should test the eigenvalues of a fitted tensor before it uses the ordering.

The theorems concern functions of a constant matrix. The step to a real semiconductor is the assumption that these functions give its mobility and density of states, which requires parabolic valleys and one scalar relaxation time. Nonparabolic or warped bands and anisotropic scattering need other averages. Strain or confinement that populates the valleys unequally breaks the equal weighting in `valley_average`, although the inequalities still hold for each valley's own tensor.

The inequalities are proved for real numbers. In floating point, a nearly isotropic tensor can give a computed m_c slightly above m_dos, so the input check needs a tolerance.
